# For two Hermitian projectors, the trace difference is the net number of orbitals filled in one and empty in the other

One way to compare two Slater determinants is to subtract their one-particle density matrices and diagonalise the difference. An eigenvector with eigenvalue $1$ is an orbital that is filled in the first determinant and empty in the second, and one with eigenvalue $-1$ is the reverse. Nonzero eigenvalues strictly between $-1$ and $1$ describe partial changes, such as orbital relaxation. The two counts must then differ by exactly the difference in electron number, however much the remaining orbitals have relaxed.

Let $P$ and $Q$ be the two density matrices in an orthonormal basis of finitely many spin orbitals. Each is a projector, meaning that $P^\dagger = P$ and $P^2 = P$, and likewise for $Q$. Write

$$E(P,Q) = \{v : Pv = v,\ Qv = 0\}$$

for the space of orbitals filled in $P$ and empty in $Q$. The identity is

$$\operatorname{tr} P - \operatorname{tr} Q = \dim E(P,Q) - \dim E(Q,P).$$

The right-hand side is called the index of the pair. The name comes from operator theory, where both traces can be infinite and, for suitable pairs, the difference of dimensions serves as the definition. For finite matrices both sides are ordinary integers.

## Eigenvalue counts and electron numbers

The link to the diagonalisation is that $E(P,Q)$ is exactly the solution space of $(P-Q)v = v$. Exchanging the two matrices, $E(Q,P)$ is the solution space of $(P-Q)v = -v$. So if $m_+$ and $m_-$ are the multiplicities of the eigenvalues $1$ and $-1$ of $P - Q$, then $m_+ - m_-$ is the difference in electron number.

This gives a cheap consistency check for calculations with single determinants. It tests only the difference of the two counts, so an equal error in both goes unnoticed. If the counts disagree with the electron numbers, either the tolerance used to recognise $\pm 1$ has miscounted, or the input matrices are not projectors. Two common causes of the latter are matters of convention:

- A closed-shell density matrix over spatial orbitals often carries a factor of two. It has to be halved first, and its trace then counts electron pairs.
- In a basis with overlap matrix $S \neq 1$, the density matrix $D$ of a determinant satisfies $DSD = D$. The matrix to use is $S^{1/2} D S^{1/2}$, which is Hermitian and idempotent.

For an ionisation, let $P$ describe $N$ electrons and $Q$ describe $N-1$, each with its own optimised orbitals. Since $\operatorname{tr} P > \operatorname{tr} Q$, there is a nonzero orbital filled in $P$ and empty in $Q$, even though the two sets of occupied orbitals may have no member in common.

A small example shows the relaxed part and the net change side by side. Take

$$P = \begin{pmatrix}1&0&0\\0&0&0\\0&0&1\end{pmatrix}, \qquad Q = \begin{pmatrix}\tfrac12&\tfrac12&0\\ \tfrac12&\tfrac12&0\\0&0&0\end{pmatrix}.$$

Here $Q$ projects onto the normalised vector $(1,1,0)/\sqrt2$, and the two matrices do not commute. The eigenvalues of $P-Q$ are $1$, $1/\sqrt2$ and $-1/\sqrt2$. The last two cancel in the trace. The eigenvalue $1$ belongs to $(0,0,1)$ and accounts for the trace difference $2 - 1$.

## Derivation from rank and nullity

**The trace is the rank.** Any vector splits as $v = Pv + (v - Pv)$. The first part lies in the range of $P$, where $P$ acts as the identity because $P(Py) = Py$. The second lies in the kernel, because $P(v - Pv) = Pv - Pv = 0$. A vector in both spaces equals its own image under $P$, which is zero, so the splitting is unique. In a basis adapted to it, $P$ is diagonal with $\operatorname{rank} P$ ones and otherwise zeros. Hence $\operatorname{tr} P = \operatorname{rank} P$.

**Counting the orbitals that $Q$ annihilates.** Restrict $Q$ to the range of $P$. The image of this restriction consists of all vectors $QPy$, so its dimension is $\operatorname{rank}(QP)$. Its kernel consists of the vectors $v$ in the range of $P$ with $Qv = 0$. Being in the range of $P$ is the same as $Pv = v$, so the kernel is $E(P,Q)$. The rank-nullity theorem gives

$$\operatorname{rank} P = \operatorname{rank}(QP) + \dim E(P,Q).$$

**Subtracting.** With the roles exchanged,

$$\operatorname{rank} Q = \operatorname{rank}(PQ) + \dim E(Q,P).$$

Since both matrices are Hermitian, $(QP)^\dagger = P^\dagger Q^\dagger = PQ$. A matrix and its adjoint have the same rank, so the two product terms cancel on subtraction. Replacing the ranks of $P$ and $Q$ by their traces gives the identity.

**The eigenvalue equation.** If $Pv = v$ and $Qv = 0$, then clearly $(P-Q)v = v$. Conversely, suppose that $Pv - Qv = v$. Applying $P$ gives $Pv - PQv = Pv$, so $PQv = 0$. Applying $Q$ gives $QPv - Qv = Qv$, so $QPv = 2Qv$. Then

$$\|QPv\|^2 = v^\dagger PQQPv = v^\dagger P(QPv) = 2\,v^\dagger PQv = 0.$$

So $QPv = 0$, hence $Qv = 0$, and the original equation reduces to $Pv = v$.

**An orbital from the larger trace.** If $\operatorname{tr} P > \operatorname{tr} Q$, the identity gives $\dim E(P,Q) = \operatorname{tr} P - \operatorname{tr} Q + \dim E(Q,P) > 0$, so $E(P,Q)$ contains a nonzero vector.

## The Lean file

```lean
import Mathlib

open Matrix Module
open scoped ComplexOrder

namespace ProjectorPairIndex

variable {n : Type*} [Fintype n]

/-- A projector: a Hermitian idempotent matrix, such as the one-particle density matrix of a
Slater determinant in an orthonormal basis of spin orbitals. -/
def IsProjector (P : Matrix n n ℂ) : Prop := P.IsHermitian ∧ P * P = P

/-- The space of orbitals filled in `P` and empty in `Q`: the vectors with `P v = v` and
`Q v = 0`. -/
def occEmpty (P Q : Matrix n n ℂ) : Submodule ℂ (n → ℂ) where
  carrier := {v | P *ᵥ v = v ∧ Q *ᵥ v = 0}
  add_mem' := by
    rintro a b ⟨ha, ha'⟩ ⟨hb, hb'⟩
    exact ⟨by rw [mulVec_add, ha, hb], by rw [mulVec_add, ha', hb', add_zero]⟩
  zero_mem' := ⟨mulVec_zero _, mulVec_zero _⟩
  smul_mem' := by
    rintro c a ⟨ha, ha'⟩
    exact ⟨by rw [mulVec_smul, ha], by rw [mulVec_smul, ha', smul_zero]⟩

/-- The trace of an idempotent matrix is its rank. -/
theorem trace_eq_rank {P : Matrix n n ℂ} (hP : P * P = P) : P.trace = (P.rank : ℂ) := by
  classical
  have hproj : LinearMap.IsProj (LinearMap.range (toLin' P)) (toLin' P) :=
    ⟨fun x => LinearMap.mem_range_self _ x, by
      rintro _ ⟨y, rfl⟩
      simp only [toLin'_apply, mulVec_mulVec, hP]⟩
  have h := hproj.trace
  rw [LinearMap.trace_eq_matrix_trace ℂ (Pi.basisFun ℂ n), LinearMap.toMatrix_eq_toMatrix',
    LinearMap.toMatrix'_toLin'] at h
  rw [h, toLin'_apply', Matrix.rank]

/-- For idempotent `P` and any `Q`, the rank of `P` is the rank of `Q P` plus the number of
independent orbitals filled in `P` and annihilated by `Q`. -/
theorem rank_mul_add_finrank {P : Matrix n n ℂ} (hP : P * P = P) (Q : Matrix n n ℂ) :
    (Q * P).rank + finrank ℂ (occEmpty P Q) = P.rank := by
  -- rank-nullity for `Q` restricted to the range of `P`
  have h := LinearMap.finrank_range_add_finrank_ker
    (Q.mulVecLin.domRestrict (LinearMap.range P.mulVecLin))
  have hrange : LinearMap.range (Q.mulVecLin.domRestrict (LinearMap.range P.mulVecLin))
      = LinearMap.range (Q * P).mulVecLin := by
    rw [LinearMap.range_domRestrict, mulVecLin_mul, LinearMap.range_comp]
  have hker : (LinearMap.ker (Q.mulVecLin.domRestrict (LinearMap.range P.mulVecLin))).map
      (LinearMap.range P.mulVecLin).subtype = occEmpty P Q := by
    ext v
    constructor
    · rintro ⟨⟨_, y, rfl⟩, hy, rfl⟩
      refine ⟨?_, LinearMap.mem_ker.1 hy⟩
      show P *ᵥ (P *ᵥ y) = P *ᵥ y
      rw [mulVec_mulVec, hP]
    · rintro ⟨h1, h2⟩
      exact ⟨⟨v, v, h1⟩, LinearMap.mem_ker.2 h2, rfl⟩
  have h2 := Submodule.finrank_map_subtype_eq (LinearMap.range P.mulVecLin)
    (LinearMap.ker (Q.mulVecLin.domRestrict (LinearMap.range P.mulVecLin)))
  rw [hker] at h2
  rw [hrange, ← h2] at h
  exact h

/-- Index of a pair of projectors: `tr P - tr Q` is the number of independent orbitals filled in
`P` and empty in `Q`, minus the number filled in `Q` and empty in `P`. -/
theorem trace_sub_trace_eq_index {P Q : Matrix n n ℂ} (hP : IsProjector P)
    (hQ : IsProjector Q) :
    P.trace - Q.trace = (finrank ℂ (occEmpty P Q) : ℂ) - (finrank ℂ (occEmpty Q P) : ℂ) := by
  -- `P Q` is the adjoint of `Q P`, so both have the same rank
  have hr : (P * Q).rank = (Q * P).rank := by
    rw [← rank_conjTranspose (Q * P), conjTranspose_mul, hP.1.eq, hQ.1.eq]
  have h1 := rank_mul_add_finrank hP.2 Q
  have h2 := rank_mul_add_finrank hQ.2 P
  rw [trace_eq_rank hP.2, trace_eq_rank hQ.2, ← h1, ← h2, hr]
  push_cast
  ring

/-- For projectors `P` and `Q`, an orbital is filled in `P` and empty in `Q` exactly when the
difference density matrix `P - Q` leaves it unchanged. -/
theorem mem_occEmpty_iff {P Q : Matrix n n ℂ} (hP : IsProjector P) (hQ : IsProjector Q)
    (v : n → ℂ) : v ∈ occEmpty P Q ↔ (P - Q) *ᵥ v = v := by
  constructor
  · rintro ⟨h1, h2⟩
    rw [sub_mulVec, h1, h2, sub_zero]
  · intro h
    rw [sub_mulVec] at h
    -- apply `P`, then `Q`, to the eigenvalue equation
    have hA : (P * Q) *ᵥ v = 0 := by
      have h' := congrArg (fun w => P *ᵥ w) h
      simp only [mulVec_sub, mulVec_mulVec, hP.2] at h'
      exact sub_eq_self.1 h'
    have hB : (Q * P) *ᵥ v = Q *ᵥ v + Q *ᵥ v := by
      have h' := congrArg (fun w => Q *ᵥ w) h
      simp only [mulVec_sub, mulVec_mulVec, hQ.2] at h'
      exact sub_eq_iff_eq_add.1 h'
    -- `Q P v` has zero norm
    have h0 : (Q * P) *ᵥ v = 0 := by
      rw [← conjTranspose_mul_self_mulVec_eq_zero, conjTranspose_mul, hP.1.eq, hQ.1.eq,
        show P * Q * (Q * P) = P * (Q * P) by rw [mul_assoc, ← mul_assoc Q Q P, hQ.2],
        ← mulVec_mulVec, hB, mulVec_add, mulVec_mulVec, hA, add_zero]
    have hQ0 : Q *ᵥ v = 0 := by
      rw [hB] at h0
      ext i
      have hi := congrFun h0 i
      simp only [Pi.add_apply, Pi.zero_apply] at hi ⊢
      linear_combination hi / 2
    rw [hQ0, sub_zero] at h
    exact ⟨h, hQ0⟩

/-- If the projector `P` has a larger trace than the projector `Q`, some nonzero orbital is
filled in `P` and empty in `Q`. -/
theorem exists_filled_empty {P Q : Matrix n n ℂ} (hP : IsProjector P) (hQ : IsProjector Q)
    (hlt : Q.trace.re < P.trace.re) : ∃ v : n → ℂ, v ≠ 0 ∧ P *ᵥ v = v ∧ Q *ᵥ v = 0 := by
  have hne : occEmpty P Q ≠ ⊥ := by
    intro hb
    have h := congrArg Complex.re (trace_sub_trace_eq_index hP hQ)
    rw [hb, finrank_bot] at h
    simp only [Complex.sub_re, Complex.natCast_re, Nat.cast_zero, Complex.zero_re] at h
    have h' : (0 : ℝ) ≤ (finrank ℂ (occEmpty Q P) : ℝ) := Nat.cast_nonneg _
    linarith
  obtain ⟨v, hv, hv0⟩ := Submodule.exists_mem_ne_zero_of_ne_bot hne
  exact ⟨v, hv0, hv⟩

/-- The index formula can fail for a non-Hermitian idempotent: here `P` is idempotent but not
Hermitian, `Q` is a projector of equal trace, and a nonzero orbital is filled in `P` and empty in
`Q`, but none is filled in `Q` and empty in `P`. -/
theorem index_fails_oblique :
    ∃ P Q : Matrix (Fin 2) (Fin 2) ℂ, P = !![1, 1; 0, 0] ∧ Q = !![0, 0; 0, 1] ∧
      P * P = P ∧ IsProjector Q ∧ P.trace = Q.trace ∧
      ![1, 0] ∈ occEmpty P Q ∧ occEmpty Q P = ⊥ := by
  refine ⟨_, _, rfl, rfl, ?_, ⟨?_, ?_⟩, ?_, ?_, ?_⟩
  · ext i j
    fin_cases i <;> fin_cases j <;> simp [Matrix.mul_apply, Fin.sum_univ_succ]
  · ext i j
    fin_cases i <;> fin_cases j <;> simp [Matrix.conjTranspose_apply]
  · ext i j
    fin_cases i <;> fin_cases j <;> simp [Matrix.mul_apply, Fin.sum_univ_succ]
  · simp [trace_fin_two]
  · constructor <;> ext i <;> fin_cases i <;> simp [mulVec, dotProduct, Fin.sum_univ_succ]
  · -- `Q v = v` kills the first component, then `P v = 0` kills the second
    rw [Submodule.eq_bot_iff]
    rintro v ⟨h1, h2⟩
    have a : (0 : ℂ) = v 0 := by
      simpa [mulVec, dotProduct, Fin.sum_univ_succ] using congrFun h1 0
    have b : v 0 + v 1 = 0 := by
      simpa [mulVec, dotProduct, Fin.sum_univ_succ] using congrFun h2 0
    ext i
    fin_cases i
    · exact a.symm
    · show v 1 = 0
      linear_combination b + a

/-- Two explicit 3 by 3 projectors that do not commute, with the third basis orbital filled in
the first and empty in the second. -/
theorem isProjector_witness :
    ∃ P Q : Matrix (Fin 3) (Fin 3) ℂ, P = !![1, 0, 0; 0, 0, 0; 0, 0, 1] ∧
      Q = !![1/2, 1/2, 0; 1/2, 1/2, 0; 0, 0, 0] ∧
      IsProjector P ∧ IsProjector Q ∧ P * Q ≠ Q * P ∧ ![0, 0, 1] ∈ occEmpty P Q := by
  refine ⟨_, _, rfl, rfl, ⟨?_, ?_⟩, ⟨?_, ?_⟩, ?_, ?_, ?_⟩
  · ext i j
    fin_cases i <;> fin_cases j <;> simp [Matrix.conjTranspose_apply]
  · ext i j
    fin_cases i <;> fin_cases j <;> simp [Matrix.mul_apply, Fin.sum_univ_succ]
  · ext i j
    fin_cases i <;> fin_cases j <;> simp [Matrix.conjTranspose_apply]
  · ext i j
    fin_cases i <;> fin_cases j <;> norm_num [Matrix.mul_apply, Fin.sum_univ_succ]
  · intro h
    have h' := congrFun (congrFun h 0) 1
    norm_num [Matrix.mul_apply, Fin.sum_univ_succ] at h'
  · ext i
    fin_cases i <;> simp [mulVec, dotProduct, Fin.sum_univ_succ]
  · ext i
    fin_cases i <;> simp [mulVec, dotProduct, Fin.sum_univ_succ]

end ProjectorPairIndex
```

```lean
#print axioms ProjectorPairIndex.mem_occEmpty_iff
#print axioms ProjectorPairIndex.exists_filled_empty
#print axioms ProjectorPairIndex.index_fails_oblique
```

```
'ProjectorPairIndex.mem_occEmpty_iff' depends on axioms: [propext, Classical.choice, Quot.sound]
'ProjectorPairIndex.exists_filled_empty' depends on axioms: [propext, Classical.choice, Quot.sound]
'ProjectorPairIndex.index_fails_oblique' depends on axioms: [propext, Classical.choice, Quot.sound]
```

## Matrices, orbitals and dimensions in the Lean statements

In the file, `n` is a finite index type that labels the spin orbitals, not a number. A density matrix is a `Matrix n n ℂ`, an orbital is a coefficient vector of type `n → ℂ`, and `P *ᵥ v` is the matrix acting on the vector. Orbitals need not be normalised; a nonzero one can be divided by its norm afterwards.

`IsProjector P` says that `P` is Hermitian and that `P * P = P`. The space $E(P,Q)$ is `occEmpty P Q`, defined as a `Submodule` together with the proof that sums and multiples stay inside it. Its dimension over the complex numbers is `finrank ℂ (occEmpty P Q)`.

The main theorem, `trace_sub_trace_eq_index`, takes two projectors and states the identity as an equation between complex numbers, since the trace of a complex matrix is complex. The integer dimensions are converted to complex numbers for this purpose. For the same reason, `exists_filled_empty` compares the real parts of the traces. `mem_occEmpty_iff` is the equivalence with the eigenvalue equation for `P - Q`.

## From rank-nullity to the index in Lean

`trace_eq_rank` uses only idempotency. It shows that the linear map of `P` is a projection onto its own range, and Mathlib's result for such maps gives the trace as the dimension of that range.

`rank_mul_add_finrank` is the counting step, valid for idempotent `P` and any `Q`. The restriction of $Q$ to the range of $P$ is written with `domRestrict`. The step `hrange` identifies its image with the range of `Q * P`, and `hker` identifies its kernel with `occEmpty P Q`. The kernel first appears as a subspace of the range of $P$, so it is carried into the full space, which leaves its dimension unchanged.

In `trace_sub_trace_eq_index`, `hr` is the equality of the two product ranks through the adjoint. The counting step is used twice, as `h1` and `h2`, and `ring` carries out the subtraction.

In `mem_occEmpty_iff`, `hA` and `hB` are the equations obtained by applying $P$ and $Q$. For `h0`, the proof uses the fact that $A^\dagger A v = 0$ holds exactly when $Av = 0$, with $A = QP$. This is the norm argument above without the final inner product with $v$.

`exists_filled_empty` argues by contradiction: if `occEmpty P Q` contained only zero, the trace difference would be minus a dimension and could not be positive.

## Where the identity holds and where it breaks

The identity holds for every pair of Hermitian idempotent matrices of finite size, whether or not they commute. `isProjector_witness` confirms that the 3 by 3 matrices above are non-commuting projectors and that $(0,0,1)$ is filled in the first and empty in the second.

Idempotency alone is too weak a condition on $P$, even when $Q$ is a projector. In `index_fails_oblique`,

$$P = \begin{pmatrix}1&1\\0&0\end{pmatrix}, \qquad Q = \begin{pmatrix}0&0\\0&1\end{pmatrix}.$$

Both traces are $1$, and $(1,0)$ is filled in $P$ and empty in $Q$. For a vector with components $v_0, v_1$, the condition $Qv = v$ forces $v_0 = 0$, and $Pv = 0$ then forces $v_1 = 0$, so $E(Q,P)$ contains only zero. The left-hand side of the identity is $0$ and the right-hand side is at least $1$. In an overlapping basis the product $DS$ is also idempotent and generally not Hermitian, so the theorem does not apply to it directly. The identity still holds for two such products with the same $S$, because $S^{1/2}(DS)S^{-1/2} = S^{1/2}DS^{1/2}$ turns both into Hermitian projectors without changing the traces or the dimensions.

Density matrices of correlated states generally have fractional occupations and fail `P * P = P`, which puts them beyond the hypotheses.

The step left to the programmer is the passage from exact projectors to stored arrays. Floating-point density matrices are idempotent only approximately, and their difference has eigenvalues near $\pm 1$ that must be classified with a tolerance. The theorems give the difference between the two counts that a correct classification must reproduce, but no error bound for choosing that tolerance.
